# An assignment of values ±1 to three parties for which the Mermin combination equals 2

Each of three parties is assigned two real numbers, an x value and a y value, and the Mermin combination is xxx − xyy − yxy − yyx, where each product takes one factor from each party in order. The lemma states that this combination equals 2 when the x values are (1, 1, 1) and the y values are (1, 1, −1). It concerns this one assignment of definite numbers: no quantum state or operator enters, and no bound over other assignments is claimed. The attempt tries to unfold the definition `merminValue` and finish the arithmetic with a single call to `norm_num`.

This version doesn't compile in Lean 4 with Mathlib:

```lean
import Mathlib

open Matrix
open scoped Kronecker

namespace MerminValueSharp

noncomputable section

/-- The Mermin combination xxx - xyy - yxy - yyx of values assigned to the three parties. -/
def merminValue (x y : Fin 3 → ℝ) : ℝ :=
  x 0 * x 1 * x 2 - x 0 * y 1 * y 2 - y 0 * x 1 * y 2 - y 0 * y 1 * x 2

/-- The values x = (1, 1, 1) and y = (1, 1, -1) give the Mermin combination the value 2. -/
theorem merminValue_sharp : merminValue ![1, 1, 1] ![1, 1, -1] = 2 := by
  norm_num [merminValue]

end

end MerminValueSharp
```

Compiling this gives:

```
Main.lean:15:70: error: unsolved goals
⊢ ![1, 1, 1] 2 - ![1, 1, -1] 2 - ![1, 1, -1] 2 - ![1, 1, 1] 2 = 2
```

What went wrong. The error shows the goal left after `norm_num [merminValue]` had unfolded the definition and replaced the vector entries at indices 0 and 1 by their value 1, so that those factors vanished from the products. The entries at index 2, `![1, 1, 1] 2` and `![1, 1, -1] 2`, were not evaluated. Mathlib has simp lemmas for reading a vector at indices 0 and 1, and `norm_num` uses them. Reading it at the literal index 2 is left to a simplification procedure (a simproc), which `simp` runs by default but `norm_num` does not. With these terms still in place of numbers, `norm_num` could not complete the arithmetic, although the equation is true.

The repair uses `change` to restate the goal with every entry written as a number. Lean accepts this because the two forms are equal by definition: unfolding `merminValue` and reading off the vector entries gives the new expression. What remains is 1 + 1 + 1 − 1 = 2 in real numbers, which the plain `norm_num` proves. The added comment only describes the step.

The mended proof, as a diff:

```diff
@@ -14,5 +14,7 @@
 /-- The values x = (1, 1, 1) and y = (1, 1, -1) give the Mermin combination the value 2. -/
 theorem merminValue_sharp : merminValue ![1, 1, 1] ![1, 1, -1] = 2 := by
-  norm_num [merminValue]
+  -- write out the entries of the two vectors
+  change (1 : ℝ) * 1 * 1 - 1 * 1 * (-1) - 1 * 1 * (-1) - 1 * 1 * 1 = 2
+  norm_num
 
 end
```
